# In a Quadratic Strain Model, the Cell That Minimizes F + wS/2 Has No Smearing Bias

Let $F(e,w)=\tfrac12\langle e,Ke\rangle-\tfrac{w^2}{2}\,(s_0+\langle g,e\rangle)$ be the free energy of a cell at strain $e\in\mathbb R^n$ and smearing width $w$, with a symmetric positive definite elastic matrix $K$, a vector $g\in\mathbb R^n$, a real number $s_0$, and the entropy $S=-\partial F/\partial w$. The unique minimizers over $e$ of $F$, $F+wS$ and $F+wS/2$ are $\tfrac{w^2}{2}K^{-1}g$, its negative, and zero; if $g\neq0$ and $w\neq0$, then $c=\tfrac12$ is the only real $c$ for which $F+c\,wS$ has its unique minimum at zero strain.

```lean
import Mathlib

open Matrix

namespace SmearingBias

noncomputable section

variable {n : Type*} [Fintype n]

/-- Smeared free energy at strain `e` and smearing width `w`: an elastic energy with matrix `K`,
and a smearing term whose coefficient `s₀ + ⟨g, e⟩` is linear in the strain. -/
def freeEnergy (K : Matrix n n ℝ) (g : n → ℝ) (s₀ : ℝ) (e : n → ℝ) (w : ℝ) : ℝ :=
  (e ⬝ᵥ (K *ᵥ e)) / 2 - w ^ 2 / 2 * (s₀ + g ⬝ᵥ e)

/-- The entropy `S = -∂F/∂w` at fixed strain. -/
def entropy (K : Matrix n n ℝ) (g : n → ℝ) (s₀ : ℝ) (e : n → ℝ) (w : ℝ) : ℝ :=
  -deriv (fun v => freeEnergy K g s₀ e v) w

/-- The family of energy functionals `F + c w S`. -/
def mixedEnergy (K : Matrix n n ℝ) (g : n → ℝ) (s₀ c w : ℝ) (e : n → ℝ) : ℝ :=
  freeEnergy K g s₀ e w + c * w * entropy K g s₀ e w

/-- The strain `x` has strictly lower energy than every other strain. -/
def IsUniqueMinimizer (f : (n → ℝ) → ℝ) (x : n → ℝ) : Prop :=
  ∀ y, y ≠ x → f x < f y

/-- The entropy is the smearing width times the strain-dependent coefficient `s₀ + ⟨g, e⟩`. -/
theorem entropy_eq (K : Matrix n n ℝ) (g : n → ℝ) (s₀ : ℝ) (e : n → ℝ) (w : ℝ) :
    entropy K g s₀ e w = w * (s₀ + g ⬝ᵥ e) := by
  have h : HasDerivAt (fun v => freeEnergy K g s₀ e v) (-(w * (s₀ + g ⬝ᵥ e))) w := by
    simp only [freeEnergy, pow_two]
    have h1 := ((((hasDerivAt_id' w).fun_mul (hasDerivAt_id' w)).div_const 2).mul_const
      (s₀ + g ⬝ᵥ e)).const_sub ((e ⬝ᵥ (K *ᵥ e)) / 2)
    exact h1.congr_deriv (by ring)
  rw [entropy, h.deriv, neg_neg]

/-- Adding `c w S` to the free energy rescales its smearing term by `1 - 2c`. -/
theorem mixedEnergy_eq (K : Matrix n n ℝ) (g : n → ℝ) (s₀ c w : ℝ) (e : n → ℝ) :
    mixedEnergy K g s₀ c w e =
      (e ⬝ᵥ (K *ᵥ e)) / 2 - (1 - 2 * c) * (w ^ 2 / 2) * (s₀ + g ⬝ᵥ e) := by
  rw [mixedEnergy, entropy_eq, freeEnergy]
  ring

/-- A positive definite elastic matrix gives a symmetric bilinear form on strains. -/
theorem elastic_symm {K : Matrix n n ℝ} (hK : K.PosDef) (x y : n → ℝ) :
    x ⬝ᵥ (K *ᵥ y) = y ⬝ᵥ (K *ᵥ x) := by
  have hT : Kᵀ = K := by
    have h := hK.isHermitian.eq
    rwa [Matrix.conjTranspose_eq_transpose_of_trivial] at h
  rw [Matrix.dotProduct_mulVec, ← Matrix.mulVec_transpose, hT, dotProduct_comm]

/-- For positive definite `K`, the derivative of `F + c w S` at strain `e` along `d` is the
elastic force `K e` minus the smearing force `(1 - 2c) (w²/2) g`, contracted with `d`. -/
theorem strain_derivative {K : Matrix n n ℝ} (hK : K.PosDef) (g : n → ℝ) (s₀ c w : ℝ)
    (e d : n → ℝ) :
    HasDerivAt (fun t : ℝ => mixedEnergy K g s₀ c w (e + t • d))
      (d ⬝ᵥ (K *ᵥ e - ((1 - 2 * c) * (w ^ 2 / 2)) • g)) 0 := by
  -- along a line of strains the energy is a quadratic polynomial
  have hq : ∀ t : ℝ, mixedEnergy K g s₀ c w (e + t • d) =
      mixedEnergy K g s₀ c w e + t * (d ⬝ᵥ (K *ᵥ e - ((1 - 2 * c) * (w ^ 2 / 2)) • g))
        + t * t * ((d ⬝ᵥ (K *ᵥ d)) / 2) := by
    intro t
    simp only [mixedEnergy_eq, Matrix.mulVec_add, Matrix.mulVec_smul, dotProduct_add,
      add_dotProduct, dotProduct_smul, smul_dotProduct, dotProduct_sub, smul_eq_mul]
    linear_combination (t / 2) * elastic_symm hK e d
      + (1 - 2 * c) * (w ^ 2 / 2) * t * dotProduct_comm d g
  simp only [hq]
  have h := (((hasDerivAt_id' (0 : ℝ)).mul_const
      (d ⬝ᵥ (K *ᵥ e - ((1 - 2 * c) * (w ^ 2 / 2)) • g))).const_add
      (mixedEnergy K g s₀ c w e)).fun_add
    (((hasDerivAt_id' (0 : ℝ)).fun_mul (hasDerivAt_id' (0 : ℝ))).mul_const
      ((d ⬝ᵥ (K *ᵥ d)) / 2))
  exact h.congr_deriv (by ring)

variable [DecidableEq n]

/-- The strain `(1 - 2c) (w²/2) K⁻¹ g`, where `K⁻¹` is Mathlib's matrix inverse, which is zero if
`K` is not invertible. -/
def relaxedStrain (K : Matrix n n ℝ) (g : n → ℝ) (c w : ℝ) : n → ℝ :=
  ((1 - 2 * c) * (w ^ 2 / 2)) • (K⁻¹ *ᵥ g)

/-- For positive definite `K`, elastic and smearing forces balance at the relaxed strain. -/
theorem force_balance {K : Matrix n n ℝ} (hK : K.PosDef) (g : n → ℝ) (c w : ℝ) :
    K *ᵥ relaxedStrain K g c w = ((1 - 2 * c) * (w ^ 2 / 2)) • g := by
  have hdet : IsUnit K.det := isUnit_iff_ne_zero.mpr hK.det_pos.ne'
  rw [relaxedStrain, Matrix.mulVec_smul, Matrix.mulVec_mulVec,
    Matrix.mul_nonsing_inv _ hdet, Matrix.one_mulVec]

/-- For positive definite `K`, the energy of any strain `y` exceeds that of the relaxed strain
by the elastic energy of their difference. -/
theorem excess_energy {K : Matrix n n ℝ} (hK : K.PosDef) (g : n → ℝ) (s₀ c w : ℝ)
    (y : n → ℝ) :
    mixedEnergy K g s₀ c w y = mixedEnergy K g s₀ c w (relaxedStrain K g c w) +
      ((y - relaxedStrain K g c w) ⬝ᵥ (K *ᵥ (y - relaxedStrain K g c w))) / 2 := by
  have hx := force_balance hK g c w
  have hs := elastic_symm hK (relaxedStrain K g c w) y
  rw [hx, dotProduct_smul, smul_eq_mul] at hs
  simp only [mixedEnergy_eq, Matrix.mulVec_sub, dotProduct_sub, sub_dotProduct, hx,
    dotProduct_smul, smul_eq_mul]
  linear_combination (1 / 2) * hs
    + (1 - 2 * c) * (w ^ 2 / 2) * dotProduct_comm y g
    - (1 - 2 * c) * (w ^ 2 / 2) * dotProduct_comm (relaxedStrain K g c w) g

/-- For positive definite `K`, the functional `F + c w S` has the relaxed strain
`(1 - 2c) (w²/2) K⁻¹ g` as its unique minimizer. -/
theorem mixed_minimizer {K : Matrix n n ℝ} (hK : K.PosDef) (g : n → ℝ) (s₀ c w : ℝ) :
    IsUniqueMinimizer (fun e => mixedEnergy K g s₀ c w e) (relaxedStrain K g c w) := by
  intro y hy
  have hpos : 0 < (y - relaxedStrain K g c w) ⬝ᵥ (K *ᵥ (y - relaxedStrain K g c w)) := by
    simpa only [star_trivial] using hK.dotProduct_mulVec_pos (sub_ne_zero.mpr hy)
  have h := excess_energy hK g s₀ c w y
  change mixedEnergy K g s₀ c w (relaxedStrain K g c w) < mixedEnergy K g s₀ c w y
  linarith

/-- Smearing bias of the relaxed cell: for positive definite `K`, the unique minimizers of
`F`, `F + w S` and `F + w S / 2` are `(w²/2) K⁻¹ g`, its negative, and zero strain. -/
theorem smearing_bias {K : Matrix n n ℝ} (hK : K.PosDef) (g : n → ℝ) (s₀ w : ℝ) :
    IsUniqueMinimizer (fun e => freeEnergy K g s₀ e w) ((w ^ 2 / 2) • (K⁻¹ *ᵥ g)) ∧
    IsUniqueMinimizer (fun e => freeEnergy K g s₀ e w + w * entropy K g s₀ e w)
      (-((w ^ 2 / 2) • (K⁻¹ *ᵥ g))) ∧
    IsUniqueMinimizer (fun e => freeEnergy K g s₀ e w + w * entropy K g s₀ e w / 2) 0 := by
  have key : ∀ (f : (n → ℝ) → ℝ) (c : ℝ) (x : n → ℝ),
      (∀ e, f e = mixedEnergy K g s₀ c w e) → x = relaxedStrain K g c w →
      IsUniqueMinimizer f x := by
    intro f c x hf hx
    rw [hx, funext hf]
    exact mixed_minimizer hK g s₀ c w
  -- the three functionals are the members c = 0, 1 and 1/2 of the family
  refine ⟨key _ 0 _ ?_ ?_, key _ 1 _ ?_ ?_, key _ (1 / 2) _ ?_ ?_⟩
  · intro e
    simp only [mixedEnergy]
    ring
  · unfold relaxedStrain
    module
  · intro e
    simp only [mixedEnergy]
    ring
  · unfold relaxedStrain
    module
  · intro e
    simp only [mixedEnergy]
    ring
  · unfold relaxedStrain
    module

/-- For positive definite `K`, nonzero `g` and nonzero smearing width, `F + c w S` has its
unique minimum at zero strain exactly when `c = 1/2`. -/
theorem unbiased_iff {K : Matrix n n ℝ} (hK : K.PosDef) {g : n → ℝ} (hg : g ≠ 0)
    (s₀ c : ℝ) {w : ℝ} (hw : w ≠ 0) :
    IsUniqueMinimizer (fun e => mixedEnergy K g s₀ c w e) 0 ↔ c = 1 / 2 := by
  constructor
  · intro h
    -- two unique minimizers of the same functional coincide
    have hr : relaxedStrain K g c w = 0 := by
      by_contra hne
      exact lt_asymm (h _ hne) (mixed_minimizer hK g s₀ c w 0 (Ne.symm hne))
    have hb := force_balance hK g c w
    rw [hr, Matrix.mulVec_zero] at hb
    rcases smul_eq_zero.mp hb.symm with h0 | h0
    · have hw2 : w ^ 2 / 2 ≠ 0 := by positivity
      have h1 := (mul_eq_zero.mp h0).resolve_right hw2
      linarith
    · exact absurd h0 hg
  · rintro rfl
    have h := mixed_minimizer hK g s₀ (1 / 2) w
    have h0 : relaxedStrain K g (1 / 2) w = 0 := by
      unfold relaxedStrain
      module
    rwa [h0] at h

end

end SmearingBias
```

```lean
#print axioms SmearingBias.strain_derivative
-- 'SmearingBias.strain_derivative' depends on axioms: [propext, Classical.choice, Quot.sound]
#print axioms SmearingBias.smearing_bias
-- 'SmearingBias.smearing_bias' depends on axioms: [propext, Classical.choice, Quot.sound]
#print axioms SmearingBias.unbiased_iff
-- 'SmearingBias.unbiased_iff' depends on axioms: [propext, Classical.choice, Quot.sound]
```

## Three energies and three relaxed cells

The strain is a function `e : n → ℝ` on a finite index type `n`. For a crystal cell, `n` would label the six independent strain components. The brackets $\langle\cdot,\cdot\rangle$ are the dot product `⬝ᵥ`, and `K *ᵥ e` is the matrix $K$ applied to $e$. The hypothesis `K.PosDef` contains the symmetry of $K$ as well as the positivity of $\langle u,Ku\rangle$ for $u\neq0$.

The definition `entropy` is minus the derivative of `freeEnergy` in the width at fixed strain, so its formula has to be derived. The definition `mixedEnergy` is the family $F+c\,wS$ with a real parameter $c$. `IsUniqueMinimizer f x` says that $f(x)<f(y)$ for every strain $y\neq x$. This is a global statement over all of $\mathbb R^n$.

The theorem `smearing_bias` identifies the three minimizers for every $g$, $s_0$ and $w$. The theorem `unbiased_iff` takes $g\neq0$ and $w\neq0$ and says that $F+c\,wS$ has its unique minimum at zero strain if and only if $c=\tfrac12$. The word "only" therefore refers to this one-parameter family.

## What the symbols stand for in a metal

The width $w$ is an energy, equal to $k_BT$ for Fermi–Dirac smearing, and $S$ is measured in units of $k_B$. With this convention $F=E-wS$, so $F+wS$ is the internal energy $E$, and $F+wS/2$ is the average of $F$ and $E$, the usual extrapolation to zero width for Fermi–Dirac and Gaussian smearing.

The matrix $K$ is the stiffness of the unsmeared cell, with the volume factor included so that $\tfrac12\langle e,Ke\rangle$ is an energy. Positive definiteness means that this cell is elastically stable. The coefficient $s_0+\langle g,e\rangle$ sets the size of the smearing term. For Fermi–Dirac smearing at leading order it is proportional to the density of states at the Fermi level. Its value at zero strain is $s_0$, and $g$ is its strain gradient. The constant $s_0$ shifts the energies but moves no minimizer.

At $w=0$ the free energy is purely elastic and its minimum is at $e=0$. Zero strain is thus the cell that would be found without smearing, and "unbiased" means that the relaxation returns this cell.

In electronic-structure codes the stress is normally the strain derivative of $F$, so a relaxation that follows it reaches the minimum of $F$; within this quadratic model that cell is displaced by $\tfrac{w^2}{2}K^{-1}g$, even if the extrapolated energy is reported at the end.

The model is a truncated expansion. It leaves out anharmonic elasticity, powers of $w$ above the second, and any curvature of the smearing coefficient in the strain. For $g\neq0$ and $w>0$ its entropy is negative at some strains, so it is meant for small strains around a cell with $s_0>0$. The quantities $K$, $g$ and $s_0$ are given and are not computed from an electronic Hamiltonian.

## Completing the square around the relaxed cell

Differentiating $F$ in $w$ at fixed $e$ gives
$$S=-\frac{\partial F}{\partial w}=w\,(s_0+\langle g,e\rangle).$$
Insert this into the family, and write $F_c=F+c\,wS$ and $a=(1-2c)\tfrac{w^2}{2}$:
$$F_c(e)=\tfrac12\langle e,Ke\rangle-\tfrac{w^2}{2}(s_0+\langle g,e\rangle)+c\,w^2(s_0+\langle g,e\rangle)=\tfrac12\langle e,Ke\rangle-a\,(s_0+\langle g,e\rangle).$$

Now move from $e$ along a direction $d$. Since $K$ is symmetric, $\langle e,Kd\rangle=\langle d,Ke\rangle$, and
$$F_c(e+td)=F_c(e)+t\,\langle d,Ke-ag\rangle+\tfrac{t^2}{2}\langle d,Kd\rangle.$$
The derivative at $t=0$ is $\langle d,Ke-ag\rangle$. Here the vector $Ke-ag$ is the gradient of $F_c$ in the strain; for $c=0$ it is the stress up to the volume factor. The docstrings call $Ke$ the elastic force and $ag$ the smearing force; the force that drives the relaxation is minus the gradient, $ag-Ke$. The derivative vanishes for all $d$ when $Ke=ag$. A positive definite matrix is invertible, so this happens at exactly one strain,
$$x_c=a\,K^{-1}g=(1-2c)\,\tfrac{w^2}{2}\,K^{-1}g.$$

Put $e=x_c$, $t=1$ and $d=y-x_c$ in the expansion. The linear term drops out:
$$F_c(y)=F_c(x_c)+\tfrac12\langle y-x_c,\,K(y-x_c)\rangle.$$
The last term is positive for $y\neq x_c$, so $x_c$ is the unique minimizer. The values $c=0,\,1,\,\tfrac12$ give $a=\tfrac{w^2}{2},\,-\tfrac{w^2}{2},\,0$, which are the three cells.

For the converse, suppose that zero strain is the unique minimizer of $F_c$. Then $x_c=0$, and so $ag=Kx_c=0$. Since $g\neq0$, $a=0$; since $w\neq0$, $1-2c=0$.

## The same steps in Lean

`entropy_eq` builds the derivative in $w$ from the product rule and reads off $S$. `mixedEnergy_eq` inserts the result and collects the coefficient $1-2c$ with `ring`.

`elastic_symm` extracts $\langle x,Ky\rangle=\langle y,Kx\rangle$ from positive definiteness. `strain_derivative` first proves the quadratic expansion in $t$, called `hq`, and then differentiates it at $t=0$. This theorem identifies the gradient of the energy in the strain, but the later proofs do not call it.

`relaxedStrain` is $x_c$, and `force_balance` proves $Kx_c=ag$, using $\det K>0$ to cancel $K$ against its inverse. `excess_energy` is the completed square. It expands both sides, replaces $Kx_c$ by $ag$, and closes the remaining identity with `linear_combination` from the symmetry of $K$ and of the dot product. `mixed_minimizer` adds the positivity of the quadratic form, and `linarith` gives the strict inequality.

In `smearing_bias`, the auxiliary statement `key` transfers this result to any functional that agrees with a member of the family. For each of $c=0,1,\tfrac12$, `ring` checks the functional and `module` checks the strain. In `unbiased_iff`, if $x_c$ were different from zero, each of the two strains would have strictly lower energy than the other, which `lt_asymm` excludes. Force balance then gives $ag=0$, and `smul_eq_zero` splits this into the cases $a=0$ and $g=0$.

## One strain component, and a cell without stiffness

With a single strain component, $K$ is a number $k>0$ and $g$ is a number. The minimizers of $F$, $F+wS$ and $F+wS/2$ are
$$\frac{g\,w^2}{2k},\qquad-\frac{g\,w^2}{2k},\qquad0.$$
If the density of states grows with expansion, so that $g>0$, minimizing $F$ gives a cell that is too large and minimizing $F+wS$ gives one that is too small by the same strain. Both errors vanish as $w\to0$, and halving the width reduces them by a factor of four.

Positive semidefiniteness of $K$ would not be enough. As a mathematical example, not a physical cell (its entropy $S=e$ is negative for $e<0$), take one component with $k=0$, $g=1$, $s_0=0$ and $w=1$. Then $F=-e/2$ and $F+wS=e/2$ have no minimum, and $F+wS/2=0$ is constant, so that none of the three functionals has a unique minimizer.
